# Commutators with polynomials: [A, p(B)] = C p′(B) when C = [A, B] commutes with B

## Question

To get the Heisenberg equation for the momentum p̂ in a polynomial potential V(x̂), I replace [p̂, V(x̂)] by −iħ V′(x̂), using [p̂, x̂] = −iħ. The general claim seems to be: if C = [A, B] = AB − BA commutes with B, then

[A, B^(n+1)] = (n+1) C B^n and [A, p(B)] = C p′(B)

for every n ≥ 0 and every polynomial p. How is this stated and proved in Lean 4 with Mathlib, and is the condition on C needed?

## Answer

### Modelling choices

Operators are elements of an associative unital algebra 𝒜 over a commutative ring R of scalars. The commutator is `opComm A B`, p(B) is `aeval B p` for `p : R[X]`, p′ is the formal `derivative p`, and CB = BC is `Commute (opComm A B) B`. The factor `(n + 1) •` is repeated addition. The k-fold nested commutator ad_A^k(Y) = [A, [A, … [A, Y]]] is the iterate `(opComm A)^[k]` applied to Y, and the k-th derivative p^(k) is `derivative^[k] p`. C is never assumed to be a scalar or to commute with all of 𝒜. There is no norm, adjoint or operator domain, so power series and non-polynomial potentials are not covered, and position and momentum enter only as algebra elements whose commutation relation is assumed. With A = p̂, B = x̂ and C = −iħ·1, which commutes with everything, the polynomial rule is the replacement made in the question.

### Derivation

For any P, Q, adding and subtracting PAQ gives the Leibniz rule

[A, PQ] = (AP − PA)Q + P(AQ − QA) = [A, P]Q + P[A, Q].

With no hypothesis on C,

[A, B^(n+1)] = Σ_{k=0}^{n} B^k C B^(n−k).

At n = 0 both sides are C. For the step, write B^(n+2) = B^(n+1) B:

[A, B^(n+2)] = Σ_{k=0}^{n} B^k C B^(n+1−k) + B^(n+1) C,

and the last term is the k = n+1 term. If CB = BC, each term equals C B^k B^(n−k) = C B^n, and there are n+1 of them: the power rule.

The condition is needed. Since [A, B²] = CB + BC, the equation [A, B²] = 2CB holds exactly when BC = CB; one CB is cancelled additively, without dividing by 2.

The commutator is R-linear in its second slot, so monomials with coefficient c in R suffice: [A, c·1] = 0, and

[A, c B^(n+1)] = c (n+1) C B^n = C · (c (n+1) B^n).

Summing gives [A, p(B)] = C p′(B). If instead CA = AC, then [B, A] = −C commutes with A, and

[p(A), B] = −[B, p(A)] = −(−C) p′(A) = C p′(A).

If C commutes with both, then [A, C^k] = 0, so

[A, C^k p^(k)(B)] = C^k [A, p^(k)(B)] = C^(k+1) p^(k+1)(B),

and induction from k = 0 gives ad_A^k(p(B)) = C^k p^(k)(B).

For any Y put Y_k = ad_A^k(Y), so that A Y_k = Y_k A + Y_(k+1). Then

A^n Y = Σ_{k=0}^{n} binom(n,k) Y_k A^(n−k).

This is trivial at n = 0. Multiplying on the left by A turns term k into

binom(n,k) (Y_k A^(n+1−k) + Y_(k+1) A^(n−k)),

and Y_k A^(n+1−k) collects binom(n,k) + binom(n,k−1) = binom(n+1,k), with binom(n,−1) read as 0. Taking Y = p(B), with C commuting with both,

A^n p(B) = Σ_{k=0}^{n} binom(n,k) C^k p^(k)(B) A^(n−k).

### The file

```lean
import Mathlib

open Polynomial

namespace CentralCommutator

variable {R 𝒜 : Type*} [CommRing R] [Ring 𝒜] [Algebra R 𝒜]

/-- The commutator `[A, B] = AB - BA` of two operators. -/
def opComm (A B : 𝒜) : 𝒜 := A * B - B * A

/-- Leibniz rule: `[A, PQ] = [A, P] Q + P [A, Q]`. -/
theorem opComm_mul (A P Q : 𝒜) :
    opComm A (P * Q) = opComm A P * Q + P * opComm A Q := by
  unfold opComm
  noncomm_ring

/-- For arbitrary operators, `[A, B^(n+1)] = ∑_{k=0}^{n} B^k [A, B] B^(n-k)`. -/
theorem opComm_pow_sum (A B : 𝒜) (n : ℕ) :
    opComm A (B ^ (n + 1))
      = ∑ k ∈ Finset.range (n + 1), B ^ k * opComm A B * B ^ (n - k) := by
  induction n with
  | zero => simp
  | succ n ih =>
    have h : ∀ k ∈ Finset.range (n + 1),
        B ^ k * opComm A B * B ^ (n - k) * B = B ^ k * opComm A B * B ^ (n + 1 - k) := by
      intro k hk
      have hk' : n + 1 - k = (n - k) + 1 := by
        have := Finset.mem_range.mp hk
        omega
      rw [hk', pow_succ B (n - k)]
      simp only [mul_assoc]
    -- split off the last factor of `B` with the Leibniz rule
    rw [pow_succ B (n + 1), opComm_mul, ih, Finset.sum_range_succ _ (n + 1), Finset.sum_mul]
    congr 1
    · exact Finset.sum_congr rfl h
    · simp

/-- If `C = [A, B]` commutes with `B`, then `[A, B^(n+1)] = (n+1) C B^n`. -/
theorem opComm_pow {A B : 𝒜} (h : Commute (opComm A B) B) (n : ℕ) :
    opComm A (B ^ (n + 1)) = (n + 1) • (opComm A B * B ^ n) := by
  -- moving `C` to the left makes all `n + 1` terms equal
  have hterm : ∀ k ∈ Finset.range (n + 1),
      B ^ k * opComm A B * B ^ (n - k) = opComm A B * B ^ n := by
    intro k hk
    have hk' : k + (n - k) = n := by
      have := Finset.mem_range.mp hk
      omega
    rw [← (h.pow_right k).eq, mul_assoc, ← pow_add, hk']
  rw [opComm_pow_sum, Finset.sum_congr rfl hterm, Finset.sum_const, Finset.card_range]

/-- With `C = [A, B]`, the rule `[A, B²] = 2 C B` holds if and only if `C` commutes with `B`. -/
theorem opComm_sq_iff (A B : 𝒜) :
    opComm A (B ^ 2) = (2 : ℕ) • (opComm A B * B) ↔ Commute (opComm A B) B := by
  -- `[A, B²] = C B + B C`
  rw [pow_two, opComm_mul, two_nsmul]
  constructor
  · intro h
    exact (add_left_cancel h).symm
  · intro h
    rw [h.eq]

/-- If `C = [A, B]` commutes with `B`, then `[A, p(B)] = C p'(B)` for every polynomial `p`
with formal derivative `p'`. -/
theorem opComm_aeval {A B : 𝒜} (h : Commute (opComm A B) B) (p : R[X]) :
    opComm A (aeval B p) = opComm A B * aeval B (derivative p) := by
  refine Polynomial.induction_on' p ?_ ?_
  · -- both sides are additive in `p`
    intro p q hp hq
    simp only [map_add, mul_add]
    rw [← hp, ← hq]
    unfold opComm
    noncomm_ring
  · -- a monomial: pull out the scalar and use the power rule
    intro n a
    have hs : ∀ Y : 𝒜, opComm A (a • Y) = a • opComm A Y := by
      intro Y
      simp [opComm, smul_sub]
    rw [derivative_monomial, aeval_monomial, aeval_monomial, ← Algebra.smul_def,
      ← Algebra.smul_def, hs]
    cases n with
    | zero => simp [opComm]
    | succ n =>
      rw [opComm_pow h, Nat.add_sub_cancel, mul_smul_comm, mul_smul a,
        Nat.cast_smul_eq_nsmul]

/-- If `C = [A, B]` commutes with `A`, then `[p(A), B] = C p'(A)` for every polynomial `p`. -/
theorem opComm_aeval_left {A B : 𝒜} (h : Commute (opComm A B) A) (p : R[X]) :
    opComm (aeval A p) B = opComm A B * aeval A (derivative p) := by
  have hanti : ∀ P Q : 𝒜, opComm P Q = -opComm Q P := by
    intro P Q
    unfold opComm
    abel
  have h' : Commute (opComm B A) A := by
    rw [hanti B A]
    exact h.neg_left
  calc opComm (aeval A p) B = -opComm B (aeval A p) := hanti _ _
    _ = -(opComm B A * aeval A (derivative p)) := by rw [opComm_aeval h' p]
    _ = opComm A B * aeval A (derivative p) := by rw [hanti B A, neg_mul, neg_neg]

/-- If `C = [A, B]` commutes with both `A` and `B`, the `k`-fold nested commutator
`[A, [A, ... [A, p(B)]]]` equals `C^k p^(k)(B)`, with `p^(k)` the `k`-th formal derivative. -/
theorem iterate_opComm_aeval {A B : 𝒜} (hA : Commute (opComm A B) A)
    (hB : Commute (opComm A B) B) (p : R[X]) (k : ℕ) :
    (opComm A)^[k] (aeval B p) = opComm A B ^ k * aeval B (derivative^[k] p) := by
  induction k with
  | zero => simp
  | succ k ih =>
    -- the prefactor `C^k` passes through the commutator with `A`
    have h0 : opComm A (opComm A B ^ k) = 0 :=
      sub_eq_zero.mpr (hA.pow_left k).eq.symm
    rw [Function.iterate_succ_apply', Function.iterate_succ_apply', ih, opComm_mul, h0,
      zero_mul, zero_add, opComm_aeval hB, pow_succ, mul_assoc]

/-- For arbitrary operators, `A^n Y = ∑_{k=0}^{n} binom(n,k) ad_A^k(Y) A^(n-k)`, where
`ad_A^k(Y)` is the `k`-fold nested commutator of `A` with `Y`. -/
theorem pow_mul_eq_sum_iterate (A Y : 𝒜) (n : ℕ) :
    A ^ n * Y
      = ∑ k ∈ Finset.range (n + 1), n.choose k • ((opComm A)^[k] Y * A ^ (n - k)) := by
  induction n with
  | zero => simp
  | succ n ih =>
    -- moving one factor `A` past `Z` costs one commutator
    have gen : ∀ Z W : 𝒜, A * (Z * W) = Z * (A * W) + opComm A Z * W := by
      intro Z W
      unfold opComm
      noncomm_ring
    -- Pascal's rule for the binomial weights
    have key := Finset.sum_choose_succ_nsmul
      (fun i j : ℕ => (opComm A)^[i] Y * A ^ j) n
    rw [pow_succ' A n, mul_assoc A, ih]
    refine Eq.trans ?_ key.symm
    rw [Finset.mul_sum, ← Finset.sum_add_distrib]
    refine Finset.sum_congr rfl fun k hk => ?_
    have hk' : n + 1 - k = (n - k) + 1 := by
      have := Finset.mem_range.mp hk
      omega
    show A * (n.choose k • ((opComm A)^[k] Y * A ^ (n - k)))
      = n.choose k • ((opComm A)^[k] Y * A ^ (n + 1 - k))
        + n.choose k • ((opComm A)^[k + 1] Y * A ^ (n - k))
    rw [hk', Function.iterate_succ_apply', pow_succ' A (n - k), mul_smul_comm, ← smul_add]
    congr 1
    exact gen _ _

/-- If `C = [A, B]` commutes with both `A` and `B`, then
`A^n p(B) = ∑_{k=0}^{n} binom(n,k) C^k p^(k)(B) A^(n-k)`. -/
theorem pow_mul_aeval {A B : 𝒜} (hA : Commute (opComm A B) A)
    (hB : Commute (opComm A B) B) (p : R[X]) (n : ℕ) :
    A ^ n * aeval B p
      = ∑ k ∈ Finset.range (n + 1),
          n.choose k • (opComm A B ^ k * aeval B (derivative^[k] p) * A ^ (n - k)) := by
  rw [pow_mul_eq_sum_iterate]
  refine Finset.sum_congr rfl fun k _ => ?_
  rw [iterate_opComm_aeval hA hB]

/-- The three-level matrix unit `|1⟩⟨2|`. -/
def e12 : Matrix (Fin 3) (Fin 3) ℤ := !![0, 1, 0; 0, 0, 0; 0, 0, 0]

/-- The three-level matrix unit `|2⟩⟨3|`. -/
def e23 : Matrix (Fin 3) (Fin 3) ℤ := !![0, 0, 0; 0, 0, 1; 0, 0, 0]

/-- The three-level matrix unit `|1⟩⟨3|`. -/
def e13 : Matrix (Fin 3) (Fin 3) ℤ := !![0, 0, 1; 0, 0, 0; 0, 0, 0]

/-- The two-level raising matrix `|1⟩⟨2|`. -/
def raising : Matrix (Fin 2) (Fin 2) ℤ := !![0, 1; 0, 0]

/-- The two-level lowering matrix `|2⟩⟨1|`. -/
def lowering : Matrix (Fin 2) (Fin 2) ℤ := !![0, 0; 1, 0]

/-- The two-level projector `|1⟩⟨1|`. -/
def upProj : Matrix (Fin 2) (Fin 2) ℤ := !![1, 0; 0, 0]

/-- The commutator of `|1⟩⟨2|` and `|2⟩⟨3|` is the nonzero matrix `|1⟩⟨3|`, and it commutes
with both factors. -/
theorem central_witness :
    opComm e12 e23 = e13 ∧ e13 ≠ 0 ∧
      Commute (opComm e12 e23) e12 ∧ Commute (opComm e12 e23) e23 := by
  have hC : opComm e12 e23 = e13 := by
    ext i j
    fin_cases i <;> fin_cases j <;>
      simp [opComm, e12, e23, e13]
  refine ⟨hC, ?_, ?_, ?_⟩
  · intro h
    have := congrFun (congrFun h 0) 2
    simp [e13] at this
  · rw [hC]
    show e13 * e12 = e12 * e13
    ext i j
    fin_cases i <;> fin_cases j <;>
      simp [e12, e13, Matrix.mul_apply, Fin.sum_univ_succ]
  · rw [hC]
    show e13 * e23 = e23 * e13
    ext i j
    fin_cases i <;> fin_cases j <;>
      simp [e23, e13, Matrix.mul_apply, Fin.sum_univ_succ]

/-- The commutator of the projector `|1⟩⟨1|` with the raising matrix is the raising matrix;
it commutes with the raising matrix but not with the projector. -/
theorem one_sided_witness :
    opComm upProj raising = raising ∧ Commute (opComm upProj raising) raising ∧
      ¬ Commute (opComm upProj raising) upProj := by
  have hC : opComm upProj raising = raising := by
    ext i j
    fin_cases i <;> fin_cases j <;>
      simp [opComm, upProj, raising]
  refine ⟨hC, ?_, ?_⟩
  · rw [hC]
  · rw [hC]
    intro h
    have := congrFun (congrFun h.eq 0) 1
    simp [upProj, raising, Matrix.mul_apply, Fin.sum_univ_succ] at this

/-- For `A` the raising and `B` the lowering matrix, `[A, B²] ≠ 2 [A, B] B`. -/
theorem power_rule_fails :
    opComm raising (lowering ^ 2) ≠ (2 : ℕ) • (opComm raising lowering * lowering) := by
  have hC : opComm raising lowering = !![1, 0; 0, -1] := by
    ext i j
    fin_cases i <;> fin_cases j <;>
      simp [opComm, raising, lowering]
  intro hsq
  have h := ((opComm_sq_iff raising lowering).mp hsq).eq
  rw [hC] at h
  -- the lower-left entries of `C B` and `B C` are `-1` and `1`
  have := congrFun (congrFun h 1) 0
  simp [lowering, Matrix.mul_apply, Fin.sum_univ_succ] at this

end CentralCommutator
```

```lean
#print axioms CentralCommutator.opComm_aeval_left
#print axioms CentralCommutator.pow_mul_aeval
#print axioms CentralCommutator.power_rule_fails
```

```
'CentralCommutator.opComm_aeval_left' depends on axioms: [propext, Classical.choice, Quot.sound]
'CentralCommutator.pow_mul_aeval' depends on axioms: [propext, Classical.choice, Quot.sound]
'CentralCommutator.power_rule_fails' depends on axioms: [propext, Classical.choice, Quot.sound]
```

### Remarks

The theorems follow the derivation in order. `opComm_mul` is the Leibniz rule, expanded by `noncomm_ring`. In `opComm_pow_sum`, `h` absorbs the trailing B into B^(n+1−k) and `Finset.sum_range_succ` splits off the last term; `omega` uses k ≤ n for the natural-number subtraction. `opComm_pow` moves C left by `h.pow_right k` and counts terms with `Finset.sum_const`. `opComm_sq_iff` cancels by `add_left_cancel`. `opComm_aeval` is the polynomial rule and `opComm_aeval_left` its mirror image through `hanti`. In `iterate_opComm_aeval`, `h0` is [A, C^k] = 0. In `pow_mul_eq_sum_iterate`, `gen` moves one A to the right and `Finset.sum_choose_succ_nsmul` does the Pascal regrouping. `pow_mul_aeval` substitutes the nested formula term by term.

`Polynomial.induction_on'` is worth reusing: a statement about all polynomials reduces to closure under addition and the monomial case, with no degrees or coefficient sums.

The examples are integer matrices, with kets numbered from 1 and Lean indices from 0. `central_witness` has [|1⟩⟨2|, |2⟩⟨3|] = |1⟩⟨3| ≠ 0, commuting with both factors. `one_sided_witness` has A = |1⟩⟨1| and B = |1⟩⟨2|, where C = B commutes with B but not with A. There, take p(t) = 3 + 2t + 5t² in a variable t. Since B² = 0, p(B) = 3 + 2B and [A, p(B)] = 2B, while C p′(B) = B(2 + 10B) = 2B. `power_rule_fails` has A = |1⟩⟨2| and B = |2⟩⟨1|, with C = diag(1, −1); by hand B² = 0, whereas 2CB = −2|2⟩⟨1|. The proof goes through `opComm_sq_iff` and compares the lower-left entries −1 of CB and 1 of BC.

The formula of `pow_mul_aeval` puts a^n p(a†) in normal order, with every a† to the left of every a, for a single bosonic mode, taken algebraically with annihilator a, creator a† and [a, a†] = 1 assumed; this application is worked here and is not a theorem of the file. With A = a, B = a†, n = 2 and p(t) = t²,

a² a†² = a†² a² + 4 a†a + 2.

Code that stores a and a† as matrices in a truncated number basis loses the hypothesis: cut to two levels, with |1⟩ the vacuum, a is the matrix `raising` and a† is `lowering` (the names in the file take |1⟩ as the upper level instead), the pair for which the power rule fails.
